# Decay of spin products under random single-site updates at infinite temperature

Take \(N\ge 1\) spins \(s_j=\pm1\) with any real energy function, and at each step update one site chosen uniformly at random, at inverse temperature \(\beta=0\). Start from a fixed configuration. For a set \(S\) of \(|S|\) sites, the expected product of the spins in \(S\) after \(t\) steps is its initial value times

\[
\left(1-\frac{2|S|}{N}\right)^t\ \text{(Metropolis)},\qquad
\left(1-\frac{|S|}{N}\right)^t\ \text{(heat bath)}.
\]

Under Metropolis updates this expectation tends to zero exactly when \(S\) is neither empty nor the full lattice; under heat bath, exactly when \(S\) is nonempty. The Metropolis expectation of the full-lattice product alternates in sign forever.

Averaged over symmetry-equivalent clusters, such products give the correlation functions of a binary-alloy cluster expansion, so the rates indicate how fast a simulation forgets its starting configuration in the infinite-temperature limit, when single-site updates let the composition vary.

## One eigenvalue for each cluster size

Write \(\sigma\) for a configuration, \(\sigma^{(i)}\) for the same configuration with spin \(i\) reversed, and \(\Phi_S(\sigma)=\prod_{j\in S}s_j\), with \(\Phi_\emptyset=1\). The probabilities of reversing a chosen spin \(i\) are

\[
\min\bigl(1,e^{-\beta[E(\sigma^{(i)})-E(\sigma)]}\bigr),\qquad
\frac{e^{-\beta E(\sigma^{(i)})}}{e^{-\beta E(\sigma^{(i)})}+e^{-\beta E(\sigma)}}
\]

for Metropolis and heat bath respectively. At \(\beta=0\) every exponential is 1, which leaves the constants \(p=1\) and \(p=\tfrac12\).

With constant \(p\), the expected value of an observable \(f\) one step after \(\sigma\) is

\[
(Tf)(\sigma)=\frac1N\sum_i\left[p\,f(\sigma^{(i)})+(1-p)f(\sigma)\right].
\]

Reversing a spin inside \(S\) changes the sign of \(\Phi_S\); reversing one outside leaves it alone. The \(|S|\) sites inside therefore contribute \((1-2p)\Phi_S\) each, and the \(N-|S|\) sites outside contribute \(\Phi_S\) each:

\[
T\Phi_S=\frac{|S|(1-2p)+N-|S|}{N}\,\Phi_S=r\,\Phi_S,\qquad r=1-\frac{2p|S|}{N}.
\]

Since \(T\) is linear, \(T^{t+1}\Phi_S=T(r^t\Phi_S)=r^{t+1}\Phi_S\), and induction from \(T^0\Phi_S=\Phi_S\) gives \(T^t\Phi_S=r^t\Phi_S\). The two values of \(p\) give the two formulas.

Because \(\Phi_S=\pm1\), the expectation tends to zero exactly when \(|r|<1\). With \(x=|S|/N\in[0,1]\), the Metropolis condition \(|1-2x|<1\) means \(0<x<1\), and the heat-bath condition \(|1-x|<1\) means \(x>0\). For the full lattice, Metropolis has \(r=-1\): every step reverses exactly one spin. For the empty cluster the product is always 1, which is also its equilibrium value, so the absence of decay there is no failure to equilibrate.

## Spins, updates and expectations in Lean

```lean
import Mathlib

open Filter Topology

namespace HighTemperatureMonteCarlo

noncomputable section

variable {Λ : Type*}
```

The type `Λ` labels the sites. It carries no geometry, so neither lattice dimension nor neighbour relations enter.

```lean
/-- The numerical value, `1` or `-1`, of a two-valued spin. -/
def spin (b : Bool) : ℝ := if b then 1 else -1

/-- The product of the spins on the cluster `S` in the configuration `σ`. -/
def cluster (S : Finset Λ) (σ : Λ → Bool) : ℝ := ∏ j ∈ S, spin (σ j)
```

A configuration is a map `σ : Λ → Bool`, with `true` read as \(+1\) and `false` as \(-1\). The function `cluster S` is \(\Phi_S\).

```lean
/-- The configuration `σ` with the spin at site `i` reversed. -/
def flipAt [DecidableEq Λ] (i : Λ) (σ : Λ → Bool) : Λ → Bool :=
  fun j => if j = i then !(σ j) else σ j

/-- The Metropolis probability of accepting the reversal of spin `i`, for the energy `E` at
inverse temperature `β`. -/
def metropolisProb [DecidableEq Λ] (E : (Λ → Bool) → ℝ) (β : ℝ) (σ : Λ → Bool) (i : Λ) : ℝ :=
  min 1 (Real.exp (-β * (E (flipAt i σ) - E σ)))

/-- The probability that spin `i` ends up reversed when it is redrawn from its Boltzmann
distribution with all other spins held fixed. -/
def heatBathProb [DecidableEq Λ] (E : (Λ → Bool) → ℝ) (β : ℝ) (σ : Λ → Bool) (i : Λ) : ℝ :=
  Real.exp (-β * E (flipAt i σ)) /
    (Real.exp (-β * E (flipAt i σ)) + Real.exp (-β * E σ))
```

Here `flipAt i σ` is \(\sigma^{(i)}\), and the two reversal probabilities are defined for every `β`. The energy `E` is an arbitrary real-valued function, which excludes hard constraints represented by infinite energies.

```lean
/-- The expected value of the observable `f` one step after `σ`, on a nonempty lattice: a site `i`
is chosen uniformly and its spin is reversed with probability `a σ i`. -/
def step [DecidableEq Λ] [Fintype Λ] (a : (Λ → Bool) → Λ → ℝ) (f : (Λ → Bool) → ℝ)
    (σ : Λ → Bool) : ℝ :=
  (∑ i, (a σ i * f (flipAt i σ) + (1 - a σ i) * f σ)) / (Fintype.card Λ : ℝ)
```

The operator `step a` is \(T\) with a reversal probability `a σ i` that may depend on configuration and site. Its \(t\)-fold iterate, written `(step a)^[t]`, represents the expectation after \(t\) steps from a fixed starting configuration. This uses the Markov property in the definition; no probability space of trajectories is constructed.

## The effect of a single reversal

```lean
/-- The square of every cluster product is one. -/
theorem cluster_mul_self (S : Finset Λ) (σ : Λ → Bool) : cluster S σ * cluster S σ = 1 := by
  have h : ∀ b, spin b * spin b = 1 := by
    intro b
    cases b <;> simp [spin]
  unfold cluster
  rw [← Finset.prod_mul_distrib]
  exact Finset.prod_eq_one fun j _ => h (σ j)
```

This is \(\Phi_S^2=1\): the two products are merged into one, each of whose factors is \(s_j^2=1\).

```lean
/-- Reversing spin `i` changes the sign of the cluster product if `i` belongs to the cluster, and
leaves the product unchanged otherwise. -/
theorem cluster_flipAt [DecidableEq Λ] (S : Finset Λ) (i : Λ) (σ : Λ → Bool) :
    cluster S (flipAt i σ) = (if i ∈ S then -1 else 1) * cluster S σ := by
  have h : ∀ j, spin (flipAt i σ j) = (if j = i then (-1 : ℝ) else 1) * spin (σ j) := by
    intro j
    by_cases hj : j = i
    · simp only [flipAt, if_pos hj]
      cases σ j <;> simp [spin]
    · simp only [flipAt, if_neg hj, one_mul]
  unfold cluster
  simp only [h]
  rw [Finset.prod_mul_distrib, Finset.prod_ite_eq']
```

The auxiliary statement `h` attaches a factor \(-1\) to spin `i` and \(1\) to every other spin. `Finset.prod_ite_eq'` then collapses the product of these signs to a single sign, decided by whether `i` lies in `S`.

## The eigenvalue and its powers

```lean
variable [DecidableEq Λ] [Fintype Λ]

/-- On a nonempty lattice, if every chosen spin is reversed with the same probability `p`, one step
multiplies the expected cluster product by `1 - 2 p |S| / N`. -/
theorem step_cluster [Nonempty Λ] (p : ℝ) (S : Finset Λ) (σ : Λ → Bool) :
    step (fun _ _ => p) (cluster S) σ
      = (1 - 2 * p * (S.card : ℝ) / (Fintype.card Λ : ℝ)) * cluster S σ := by
  have hN : (Fintype.card Λ : ℝ) ≠ 0 := Nat.cast_ne_zero.mpr Fintype.card_ne_zero
  -- only sites inside the cluster change the product
  have hterm : ∀ i, p * cluster S (flipAt i σ) + (1 - p) * cluster S σ
      = cluster S σ - (if i ∈ S then 2 * p * cluster S σ else 0) := by
    intro i
    rw [cluster_flipAt]
    split_ifs <;> ring
  have hsum : ∑ i, (p * cluster S (flipAt i σ) + (1 - p) * cluster S σ)
      = ((Fintype.card Λ : ℝ) - 2 * p * (S.card : ℝ)) * cluster S σ := by
    simp only [hterm]
    rw [Finset.sum_sub_distrib, Finset.sum_ite_mem, Finset.univ_inter, Finset.sum_const,
      Finset.sum_const, Finset.card_univ, nsmul_eq_mul, nsmul_eq_mul]
    ring
  have hc := div_mul_cancel₀ (2 * p * (S.card : ℝ)) hN
  unfold step
  rw [hsum, div_eq_iff hN]
  linear_combination cluster S σ * hc
```

The step `hterm` writes each summand as \(\Phi_S\), minus \(2p\Phi_S\) if the site is in \(S\). Summing gives \((N-2p|S|)\Phi_S\) in `hsum`, and the last lines divide by \(N\), which is nonzero because `Λ` is nonempty. The identity holds for any real `p`; it describes a stochastic update when \(0\le p\le1\).

```lean
/-- On a nonempty lattice with constant reversal probability `p`, the expected cluster product
after `t` steps is its initial value times `(1 - 2 p |S| / N) ^ t`. -/
theorem iterate_cluster [Nonempty Λ] (p : ℝ) (S : Finset Λ) (t : ℕ) (σ : Λ → Bool) :
    (step (fun _ _ => p))^[t] (cluster S) σ
      = (1 - 2 * p * (S.card : ℝ) / (Fintype.card Λ : ℝ)) ^ t * cluster S σ := by
  -- a constant factor in the observable comes out of the expectation
  have hlin : ∀ (c : ℝ) (f : (Λ → Bool) → ℝ) (τ : Λ → Bool),
      step (fun _ _ => p) (fun ρ => c * f ρ) τ = c * step (fun _ _ => p) f τ := by
    intro c f τ
    unfold step
    rw [← mul_div_assoc, Finset.mul_sum]
    congr 1
    refine Finset.sum_congr rfl fun i _ => ?_
    ring
  induction t generalizing σ with
  | zero => simp
  | succ t ih =>
    rw [Function.iterate_succ_apply', funext ih, hlin, step_cluster, pow_succ]
    ring
```

The part of linearity used here, that a constant factor comes out of \(T\), is `hlin`. In the induction, `funext ih` replaces the whole observable \(T^t\Phi_S\) by \(r^t\Phi_S\), since the next step also evaluates it at flipped configurations. Then `hlin` extracts \(r^t\) and `step_cluster` supplies one more factor.

## Metropolis and heat bath at zero inverse temperature

```lean
/-- Metropolis at infinite temperature, on a nonempty lattice: after `t` steps the expected
cluster product is its initial value times `(1 - 2 |S| / N) ^ t`, for every energy function. -/
theorem metropolis_relaxation [Nonempty Λ] (E : (Λ → Bool) → ℝ) (S : Finset Λ) (t : ℕ)
    (σ : Λ → Bool) :
    (step (metropolisProb E 0))^[t] (cluster S) σ
      = (1 - 2 * (S.card : ℝ) / (Fintype.card Λ : ℝ)) ^ t * cluster S σ := by
  -- every proposed flip is accepted
  have h : metropolisProb E 0 = fun _ _ => 1 := by
    funext τ i
    simp [metropolisProb]
  rw [h, iterate_cluster, mul_one]

/-- Heat bath at infinite temperature, on a nonempty lattice: after `t` steps the expected
cluster product is its initial value times `(1 - |S| / N) ^ t`, for every energy function. -/
theorem heatBath_relaxation [Nonempty Λ] (E : (Λ → Bool) → ℝ) (S : Finset Λ) (t : ℕ)
    (σ : Λ → Bool) :
    (step (heatBathProb E 0))^[t] (cluster S) σ
      = (1 - (S.card : ℝ) / (Fintype.card Λ : ℝ)) ^ t * cluster S σ := by
  -- the redrawn spin is reversed half of the time
  have h : heatBathProb E 0 = fun _ _ => 1 / 2 := by
    funext τ i
    norm_num [heatBathProb]
  rw [h, iterate_cluster, show (2 : ℝ) * (1 / 2) = 1 by norm_num, one_mul]
```

In both theorems the argument `0` is \(\beta\), and `h` derives the constant reversal probability from the algorithm's definition. The results hold for every `E`, every cluster, every starting configuration and every \(t\), including \(t=0\). They concern random site selection at \(\beta=0\), and make no statement about sequential sweeps, spin exchanges at fixed composition, or finite temperature.

```lean
/-- Under infinite-temperature Metropolis updates on a nonempty lattice, the expected product of
all spins changes sign at every step and keeps its magnitude. -/
theorem metropolis_full_lattice [Nonempty Λ] (E : (Λ → Bool) → ℝ) (t : ℕ) (σ : Λ → Bool) :
    (step (metropolisProb E 0))^[t] (cluster Finset.univ) σ
      = (-1) ^ t * cluster Finset.univ σ := by
  have hN : (Fintype.card Λ : ℝ) ≠ 0 := Nat.cast_ne_zero.mpr Fintype.card_ne_zero
  rw [metropolis_relaxation, Finset.card_univ, mul_div_assoc, div_self hN]
  norm_num
```

For `Finset.univ`, the set of all sites, \(|S|/N=1\) and the factor becomes \((-1)^t\).

## Which products decay to zero

```lean
omit [DecidableEq Λ] [Fintype Λ] in
/-- A cluster product multiplied by `r ^ t` tends to zero exactly when `|r| < 1`. -/
theorem tendsto_cluster_iff (r : ℝ) (S : Finset Λ) (σ : Λ → Bool) :
    Tendsto (fun t : ℕ => r ^ t * cluster S σ) atTop (𝓝 0) ↔ |r| < 1 := by
  rw [← tendsto_pow_atTop_nhds_zero_iff]
  constructor
  · intro h
    -- multiply once more by the cluster product, whose square is one
    have h2 := h.mul_const (cluster S σ)
    simpa only [mul_assoc, cluster_mul_self, mul_one, zero_mul] using h2
  · intro h
    simpa only [zero_mul] using h.mul_const (cluster S σ)
```

`Tendsto … atTop (𝓝 0)` says that the sequence tends to zero as \(t\to\infty\). If \(r^t\Phi_S\) does so, multiplying by \(\Phi_S\) once more and using \(\Phi_S^2=1\) shows that \(r^t\to0\), which is equivalent to \(|r|<1\). The converse multiplies \(r^t\to0\) by the constant \(\Phi_S\).

```lean
/-- On a nonempty lattice, infinite-temperature Metropolis relaxes the expected cluster product to
zero exactly when the cluster is neither empty nor the full lattice. -/
theorem metropolis_relaxes_iff [Nonempty Λ] (E : (Λ → Bool) → ℝ) (S : Finset Λ)
    (σ : Λ → Bool) :
    Tendsto (fun t : ℕ => (step (metropolisProb E 0))^[t] (cluster S) σ) atTop (𝓝 0)
      ↔ S.Nonempty ∧ S ≠ Finset.univ := by
  have hN : (0 : ℝ) < (Fintype.card Λ : ℝ) := Nat.cast_pos.mpr Fintype.card_pos
  have h1 : 0 < (S.card : ℝ) / (Fintype.card Λ : ℝ) ↔ S.Nonempty := by
    rw [lt_div_iff₀ hN, zero_mul, Nat.cast_pos, Finset.card_pos]
  have h2 : (S.card : ℝ) / (Fintype.card Λ : ℝ) < 1 ↔ S ≠ Finset.univ := by
    rw [div_lt_iff₀ hN, one_mul, Nat.cast_lt, Finset.card_lt_iff_ne_univ]
  simp only [metropolis_relaxation]
  rw [tendsto_cluster_iff, ← h1, ← h2, abs_lt, mul_div_assoc]
  constructor <;> rintro ⟨h, h'⟩ <;> constructor <;> linarith
```

The statements `h1` and `h2` translate \(0<|S|/N\) and \(|S|/N<1\) into "nonempty" and "not the full lattice". After `abs_lt` splits \(|r|<1\) into two inequalities, `linarith` matches them with these conditions. On a single site no cluster satisfies both, so no Metropolis product decays there.

```lean
/-- On a nonempty lattice, infinite-temperature heat bath relaxes the expected cluster product to
zero exactly when the cluster is nonempty. -/
theorem heatBath_relaxes_iff [Nonempty Λ] (E : (Λ → Bool) → ℝ) (S : Finset Λ)
    (σ : Λ → Bool) :
    Tendsto (fun t : ℕ => (step (heatBathProb E 0))^[t] (cluster S) σ) atTop (𝓝 0)
      ↔ S.Nonempty := by
  have hN : (0 : ℝ) < (Fintype.card Λ : ℝ) := Nat.cast_pos.mpr Fintype.card_pos
  have h1 : 0 < (S.card : ℝ) / (Fintype.card Λ : ℝ) ↔ S.Nonempty := by
    rw [lt_div_iff₀ hN, zero_mul, Nat.cast_pos, Finset.card_pos]
  have h2 : (S.card : ℝ) / (Fintype.card Λ : ℝ) ≤ 1 := by
    rw [div_le_iff₀ hN, one_mul]
    exact Nat.cast_le.mpr (Finset.card_le_univ S)
  simp only [heatBath_relaxation]
  rw [tendsto_cluster_iff, ← h1, abs_lt]
  constructor
  · rintro ⟨_, h⟩
    linarith
  · intro h
    constructor <;> linarith

end

end HighTemperatureMonteCarlo
```

For heat bath, `h2` records \(|S|/N\le1\), so \(r\ge0\) and only the condition \(r<1\) remains, which says that \(S\) is nonempty. The full-lattice product has \(r=0\), and its expectation vanishes after one step.

```lean
#print axioms HighTemperatureMonteCarlo.metropolis_full_lattice
#print axioms HighTemperatureMonteCarlo.metropolis_relaxes_iff
#print axioms HighTemperatureMonteCarlo.heatBath_relaxes_iff
```

```
'HighTemperatureMonteCarlo.metropolis_full_lattice' depends on axioms: [propext, Classical.choice, Quot.sound]
'HighTemperatureMonteCarlo.metropolis_relaxes_iff' depends on axioms: [propext, Classical.choice, Quot.sound]
'HighTemperatureMonteCarlo.heatBath_relaxes_iff' depends on axioms: [propext, Classical.choice, Quot.sound]
```
